# In a mean-field ternary mixture with ideal mixing entropy and energy −a x₀x₁ (a ≥ 0, in units of kT), the free energy is convex over all interior compositions exactly when a ≤ 8

The theorem `locally_stable_iff` concerns three components with positive fractions xᵢ summing to 1, and changes of composition v whose entries sum to 0. The curvature is −2a v₀v₁ + Σ vᵢ²/xᵢ, an attraction between components 0 and 1 plus the ideal-mixing entropy term, and for a ≥ 0 it is claimed to be nonnegative for all such x and v exactly when a ≤ 8. To show that a ≤ 8 is necessary, the attempt evaluates the curvature at composition (1/4, 1/4, 1/2) along (1, 1, −2), where it equals 16 − 2a. For the converse, it uses tangent-line bounds to show that the entropy term is at least 4(v₀ + v₁)², which outweighs the attraction when a ≤ 8.

This version doesn't compile in Lean 4 with Mathlib:

```lean
import Mathlib

open Finset

namespace TernaryDemixing

noncomputable section

/-- Curvature of the free energy at composition `x` in the direction `v`. -/
def curvature (a : ℝ) (x v : Fin 3 → ℝ) : ℝ :=
  -2 * a * v 0 * v 1 + ∑ i, v i ^ 2 / x i

/-- At the composition (1/4, 1/4, 1/2), the curvature along (1, 1, -2) is `16 - 2a`. -/
theorem curvature_at_quarter (a : ℝ) :
    curvature a ![1/4, 1/4, 1/2] ![1, 1, -2] = 16 - 2 * a := by
  unfold curvature
  rw [Fin.sum_univ_three]
  show -2 * a * 1 * 1 + ((1:ℝ) ^ 2 / (1/4) + (1:ℝ) ^ 2 / (1/4) + (-2:ℝ) ^ 2 / (1/2))
    = 16 - 2 * a
  ring

/-- For an attraction `a ≥ 0`, the curvature is nonnegative at every interior ternary
composition and in every direction conserving total amount exactly when `a ≤ 8`. -/
theorem locally_stable_iff (a : ℝ) (ha : 0 ≤ a) :
    (∀ x v : Fin 3 → ℝ, (∀ i, 0 < x i) → ∑ i, x i = 1 → ∑ i, v i = 0 →
      0 ≤ curvature a x v) ↔ a ≤ 8 := by
  constructor
  · intro h
    have h' := h ![1/4, 1/4, 1/2] ![1, 1, -2]
      (by intro i; fin_cases i <;> norm_num)
      (by norm_num [Fin.sum_univ_three]) (by norm_num [Fin.sum_univ_three])
    rw [curvature_at_quarter] at h'
    linarith
  · intro h8 x v hx hsx hsv
    -- each entropic term lies above its tangent lines
    have key : ∀ i m, 2 * v i * m - m ^ 2 * x i ≤ v i ^ 2 / x i := by
      intro i m
      rw [le_div_iff₀ (hx i)]
      nlinarith [sq_nonneg (v i - m * x i)]
    rw [Fin.sum_univ_three] at hsx hsv
    have k0 := key 0 (2 * (v 0 + v 1))
    have k1 := key 1 (2 * (v 0 + v 1))
    have k2 := key 2 (-(2 * (v 0 + v 1)))
    have hv : v 2 = -(v 0 + v 1) := by linarith
    have hx2 : x 2 = 1 - x 0 - x 1 := by linarith
    have hent : 4 * (v 0 + v 1) ^ 2 ≤
        v 0 ^ 2 / x 0 + v 1 ^ 2 / x 1 + v 2 ^ 2 / x 2 := by
      refine le_trans (le_of_eq ?_) (add_le_add (add_le_add k0 k1) k2)
      rw [hv, hx2]
      ring
    -- the entropic curvature outweighs the attraction
    have p1 : 0 ≤ (4 - a / 2) * (v 0 + v 1) ^ 2 :=
      mul_nonneg (by linarith) (sq_nonneg _)
    have p2 : 0 ≤ a / 2 * (v 0 - v 1) ^ 2 := mul_nonneg (by linarith) (sq_nonneg _)
    unfold curvature
    rw [Fin.sum_univ_three]
    linarith

end

end TernaryDemixing
```

The compiler's answer:

```
Main.lean:31:7: error: unsolved goals
a : ℝ
ha : 0 ≤ a
h : ∀ (x v : Fin 3 → ℝ), (∀ (i : Fin 3), 0 < x i) → ∑ i, x i = 1 → ∑ i, v i = 0 → 0 ≤ curvature a x v
⊢ 1 / 2 + ![1 / 4, 1 / 4, 1 / 2] 2 = 1
Main.lean:31:42: error: unsolved goals
a : ℝ
ha : 0 ≤ a
h : ∀ (x v : Fin 3 → ℝ), (∀ (i : Fin 3), 0 < x i) → ∑ i, x i = 1 → ∑ i, v i = 0 → 0 ≤ curvature a x v
⊢ 2 + ![1, 1, -2] 2 = 0
```

What went wrong. Both errors come from side conditions on the test point: the fractions must sum to 1, and the entries of the direction must sum to 0. In each case `norm_num [Fin.sum_univ_three]` expanded the sum and added the first two entries, giving `1 / 2` and `2`. It left the third entry as an unevaluated vector lookup, `![1 / 4, 1 / 4, 1 / 2] 2` in one goal and `![1, 1, -2] 2` in the other. The remaining equations are true, but the simplification did not turn those lookups into numbers, so the arithmetic could not finish.

The repair treats both conditions alike. `rw [Fin.sum_univ_three]` writes out the three terms, and `show` restates the goal with plain numbers in place of the lookups. Lean accepts the restatement because each lookup equals its entry by definition. `norm_num` then has only numerical arithmetic to check: 1/4 + 1/4 + 1/2 = 1 and 1 + 1 + (−2) = 0.

This version goes through:

```diff
@@ -29,5 +29,12 @@
     have h' := h ![1/4, 1/4, 1/2] ![1, 1, -2]
       (by intro i; fin_cases i <;> norm_num)
-      (by norm_num [Fin.sum_univ_three]) (by norm_num [Fin.sum_univ_three])
+      (by
+        rw [Fin.sum_univ_three]
+        show (1/4 : ℝ) + 1/4 + 1/2 = 1
+        norm_num)
+      (by
+        rw [Fin.sum_univ_three]
+        show (1 : ℝ) + 1 + (-2) = 0
+        norm_num)
     rw [curvature_at_quarter] at h'
     linarith
```
